# An Error in Order One Grows Without Bound under Upward Recursion of Modified Spherical Bessel Functions

In a semilocal effective core potential integral, a Gaussian centred on another atom is expanded in angular momenta about the core, and its radial factors contain modified spherical Bessel functions i_l(z), with z > 0 proportional to the distance from the core. A three-term recursion gives all orders from i_0 and i_1. The question here is what becomes of a small error in i_1 when i_0 is exact and the recursion is run upward without further rounding.

```lean
import Mathlib

open Filter Topology
open scoped Nat

namespace SemilocalBesselRecursion

noncomputable section

/-- The upward recursion of the modified spherical Bessel functions at argument `z ≠ 0`,
which yields order `l + 2` from orders `l` and `l + 1`. -/
def UpwardRecursion (z : ℝ) (f : ℕ → ℝ) : Prop :=
  ∀ l : ℕ, f (l + 2) = f l - (2 * l + 3) / z * f (l + 1)

/-- The `k`-th term of the power series of the modified spherical Bessel function of order `l`. -/
def besselTerm (z : ℝ) (l k : ℕ) : ℝ :=
  z ^ (l + 2 * k) / (2 ^ k * (k ! : ℝ) * ((2 * (l + k) + 1)‼ : ℝ))

/-- The modified spherical Bessel function of the first kind, of order `l`, as a power series. -/
def besselI (z : ℝ) (l : ℕ) : ℝ := ∑' k, besselTerm z l k

/-- The odd double factorial grows by the factor `2l + 3` from one order to the next. -/
lemma df_succ (l : ℕ) :
    ((2 * (l + 1) + 1)‼ : ℝ) = (2 * l + 3) * ((2 * l + 1)‼ : ℝ) := by
  rw [show 2 * (l + 1) + 1 = 2 * l + 1 + 2 by ring, Nat.doubleFactorial_add_two]
  push_cast
  ring

/-- The odd double factorial `(2l+1)!!` is at least `l!`. -/
lemma factorial_le_df (l : ℕ) : l ! ≤ (2 * l + 1)‼ := by
  induction l with
  | zero => simp
  | succ l ih =>
    rw [show 2 * (l + 1) + 1 = 2 * l + 1 + 2 by ring, Nat.doubleFactorial_add_two,
      Nat.factorial_succ]
    exact Nat.mul_le_mul (by omega) ih

lemma df_pos (l : ℕ) : 0 < ((2 * l + 1)‼ : ℝ) :=
  Nat.cast_pos.2 (lt_of_lt_of_le (Nat.factorial_pos l) (factorial_le_df l))

/-- For `z > 0` and a solution `e` of the upward recursion with `e 0 = 0`, the product
`e 1 * e (l + 1)` times the sign `(-1)^l` is at least `(e 1)^2 (2l+1)!! / z^l`, and the product
`e 1 * e l` times the opposite sign is nonnegative. -/
lemma signed_growth {z : ℝ} (hz : 0 < z) {e : ℕ → ℝ} (he : UpwardRecursion z e)
    (h0 : e 0 = 0) (l : ℕ) :
    0 ≤ (-1) ^ (l + 1) * (e 1 * e l) ∧
      e 1 ^ 2 * ((2 * l + 1)‼ : ℝ) / z ^ l ≤ (-1) ^ l * (e 1 * e (l + 1)) := by
  induction l with
  | zero => simp [h0, sq]
  | succ l ih =>
    obtain ⟨a, b⟩ := ih
    have hD := df_pos l
    have hb : 0 ≤ e 1 ^ 2 * ((2 * l + 1)‼ : ℝ) / z ^ l :=
      div_nonneg (mul_nonneg (sq_nonneg _) hD.le) (pow_pos hz l).le
    constructor
    · rw [show (-1 : ℝ) ^ (l + 1 + 1) = (-1) ^ l by ring]
      exact hb.trans b
    · -- with alternating signs the recursion adds two nonnegative terms
      have hr : (-1) ^ (l + 1) * (e 1 * e (l + 1 + 1)) = (-1) ^ (l + 1) * (e 1 * e l)
          + (2 * l + 3) / z * ((-1) ^ l * (e 1 * e (l + 1))) := by
        rw [show e (l + 1 + 1) = _ from he l]
        ring
      have hl : e 1 ^ 2 * ((2 * (l + 1) + 1)‼ : ℝ) / z ^ (l + 1)
          = (2 * l + 3) / z * (e 1 ^ 2 * ((2 * l + 1)‼ : ℝ) / z ^ l) := by
        rw [df_succ]
        ring
      have hm := mul_le_mul_of_nonneg_left b (show 0 ≤ (2 * (l : ℝ) + 3) / z by positivity)
      rw [hr, hl]
      linarith

/-- For `z > 0`, an error that enters the upward recursion at order one, with order zero exact, has
at order `l + 1` a magnitude of at least `(2l+1)!! / z^l` times its initial magnitude. -/
theorem error_lower_bound {z : ℝ} (hz : 0 < z) {e : ℕ → ℝ} (he : UpwardRecursion z e)
    (h0 : e 0 = 0) (l : ℕ) : |e 1| * ((2 * l + 1)‼ : ℝ) / z ^ l ≤ |e (l + 1)| := by
  rcases eq_or_ne (e 1) 0 with h1 | h1
  · simp [h1]
  · have h := (signed_growth hz he h0 l).2
    have hle : (-1) ^ l * (e 1 * e (l + 1)) ≤ |e 1| * |e (l + 1)| :=
      (le_abs_self _).trans_eq (by
        rw [abs_mul, abs_mul, abs_pow, abs_neg, abs_one, one_pow, one_mul])
    refine le_of_mul_le_mul_left ?_ (abs_pos.2 h1)
    calc |e 1| * (|e 1| * ((2 * l + 1)‼ : ℝ) / z ^ l)
        = e 1 ^ 2 * ((2 * l + 1)‼ : ℝ) / z ^ l := by
          rw [← sq_abs (e 1)]
          ring
      _ ≤ |e 1| * |e (l + 1)| := h.trans hle

/-- For `z > 0`, a nonzero error that enters the upward recursion at order one alternates in sign
from order to order, and its magnitude tends to infinity. -/
theorem upward_recursion_unstable {z : ℝ} (hz : 0 < z) {e : ℕ → ℝ}
    (he : UpwardRecursion z e) (h0 : e 0 = 0) (h1 : e 1 ≠ 0) :
    (∀ l, e (l + 1) * e (l + 2) < 0) ∧ Tendsto (fun l => |e l|) atTop atTop := by
  have hsq : 0 < e 1 ^ 2 := by positivity
  constructor
  · intro l
    have hp : ∀ m : ℕ, 0 < (-1) ^ m * (e 1 * e (m + 1)) := fun m =>
      lt_of_lt_of_le (div_pos (mul_pos hsq (df_pos m)) (pow_pos hz m))
        (signed_growth hz he h0 m).2
    have s : (-1 : ℝ) ^ l * (-1) ^ l = 1 := by
      rw [← mul_pow]
      norm_num
    have h := mul_pos (hp l) (hp (l + 1))
    have heq : (-1) ^ l * (e 1 * e (l + 1)) * ((-1) ^ (l + 1) * (e 1 * e (l + 1 + 1)))
        = e 1 ^ 2 * (-(e (l + 1) * e (l + 2))) := by
      rw [pow_succ (-1 : ℝ) l]
      linear_combination (-(e 1 ^ 2 * e (l + 1) * e (l + 2))) * s
    rw [heq] at h
    exact neg_pos.1 ((mul_pos_iff_of_pos_left hsq).1 h)
  · refine (tendsto_add_atTop_iff_nat 1).1
      (tendsto_atTop_mono (error_lower_bound hz he h0) (tendsto_atTop.2 fun b => ?_))
    -- the factorial outgrows every power of z
    have hb : 0 < |b| + 1 := by positivity
    have ht := (FloorSemiring.tendsto_pow_div_factorial_atTop z).eventually_lt_const
      (div_pos (abs_pos.2 h1) hb)
    filter_upwards [ht] with l hl
    have hf : (0 : ℝ) < (l ! : ℝ) := Nat.cast_pos.2 (Nat.factorial_pos l)
    have hfd : (l ! : ℝ) ≤ ((2 * l + 1)‼ : ℝ) := Nat.cast_le.2 (factorial_le_df l)
    have hzl := pow_pos hz l
    rw [div_lt_div_iff₀ hf hb] at hl
    rw [le_div_iff₀ hzl]
    have h2 := mul_le_mul_of_nonneg_left hfd (abs_nonneg (e 1))
    have h3 := mul_le_mul_of_nonneg_right (le_abs_self b) hzl.le
    linarith

lemma besselTerm_pos {z : ℝ} (hz : 0 < z) (l k : ℕ) : 0 < besselTerm z l k :=
  div_pos (pow_pos hz _) (mul_pos (by positivity) (df_pos _))

/-- The power series of the modified spherical Bessel function converges for `z > 0`. -/
lemma besselTerm_summable {z : ℝ} (hz : 0 < z) (l : ℕ) : Summable (besselTerm z l) := by
  refine Summable.of_nonneg_of_le (fun k => (besselTerm_pos hz l k).le) (fun k => ?_)
    ((Real.summable_pow_div_factorial (z ^ 2)).mul_left (z ^ l))
  have h2 : (1 : ℝ) ≤ 2 ^ k := one_le_pow₀ (by norm_num)
  have h3 : (1 : ℝ) ≤ ((2 * (l + k) + 1)‼ : ℝ) := by
    exact_mod_cast (Nat.cast_pos (α := ℝ)).1 (df_pos (l + k))
  have hf : (0 : ℝ) < (k ! : ℝ) := Nat.cast_pos.2 (Nat.factorial_pos k)
  rw [besselTerm, pow_add, pow_mul, ← mul_div_assoc]
  refine div_le_div_of_nonneg_left (by positivity) hf ?_
  calc (k ! : ℝ) = 1 * (k ! : ℝ) * 1 := by ring
    _ ≤ 2 ^ k * (k ! : ℝ) * ((2 * (l + k) + 1)‼ : ℝ) := by gcongr

/-- The modified spherical Bessel functions are positive for `z > 0`. -/
lemma besselI_pos {z : ℝ} (hz : 0 < z) (l : ℕ) : 0 < besselI z l :=
  (besselTerm_summable hz l).tsum_pos (fun k => (besselTerm_pos hz l k).le) 0
    (besselTerm_pos hz l 0)

/-- For `z ≠ 0` the function of order zero is `sinh z / z`. -/
theorem besselI_zero {z : ℝ} (hz : z ≠ 0) : besselI z 0 = Real.sinh z / z := by
  have hfac : ∀ k : ℕ, (2 * k + 1)! = 2 ^ k * k ! * (2 * k + 1)‼ := by
    intro k
    induction k with
    | zero => simp
    | succ k ih =>
      rw [show 2 * (k + 1) + 1 = 2 * k + 1 + 2 by ring, Nat.doubleFactorial_add_two,
        Nat.factorial_succ (2 * k + 1 + 1), Nat.factorial_succ (2 * k + 1), ih,
        Nat.factorial_succ k]
      ring
  rw [← ((Real.hasSum_sinh z).div_const z).tsum_eq]
  refine tsum_congr fun k => ?_
  rw [besselTerm, hfac k, zero_add, zero_add, pow_succ]
  push_cast
  rw [div_right_comm, mul_div_cancel_right₀ _ hz]

/-- For `z > 0` the modified spherical Bessel functions obey the upward recursion. -/
theorem besselI_recursion {z : ℝ} (hz : 0 < z) : UpwardRecursion z (besselI z) := by
  intro l
  have hs := besselTerm_summable hz
  have h0 : besselTerm z l 0 = (2 * l + 3) / z * besselTerm z (l + 1) 0 := by
    have hD := df_pos l
    simp only [besselTerm, mul_zero, add_zero, pow_zero, Nat.factorial_zero, Nat.cast_one,
      one_mul]
    rw [df_succ, pow_succ]
    generalize ((2 * l + 1)‼ : ℝ) = D at hD ⊢
    field_simp
  -- the series match term by term after a shift of the summation index
  have hk : ∀ k, besselTerm z l (k + 1)
      = besselTerm z (l + 2) k + (2 * l + 3) / z * besselTerm z (l + 1) (k + 1) := by
    intro k
    have hD := df_pos (l + k + 1)
    have hf : (0 : ℝ) < (k ! : ℝ) := Nat.cast_pos.2 (Nat.factorial_pos k)
    simp only [besselTerm]
    rw [show l + (k + 1) = l + k + 1 by ring, show l + 2 + k = l + k + 1 + 1 by ring,
      show l + 1 + (k + 1) = l + k + 1 + 1 by ring, df_succ (l + k + 1),
      show z ^ (l + 2 * (k + 1)) = z ^ (l + 2 + 2 * k) by ring,
      show z ^ (l + 1 + 2 * (k + 1)) = z * z ^ (l + 2 + 2 * k) by ring,
      Nat.factorial_succ, pow_succ (2 : ℝ) k]
    generalize ((2 * (l + k + 1) + 1)‼ : ℝ) = D at hD ⊢
    generalize z ^ (l + 2 + 2 * k) = P
    push_cast
    have hn : 2 * ((l : ℝ) + k + 1) + 3 ≠ 0 := by positivity
    field_simp
    ring
  have ht : ∑' k, besselTerm z l (k + 1) = ∑' k, besselTerm z (l + 2) k
      + (2 * l + 3) / z * ∑' k, besselTerm z (l + 1) (k + 1) := by
    rw [← tsum_mul_left, ← Summable.tsum_add (hs (l + 2))
      (((summable_nat_add_iff 1).2 (hs (l + 1))).mul_left _)]
    exact tsum_congr hk
  simp only [besselI]
  rw [(hs l).tsum_eq_zero_add, (hs (l + 1)).tsum_eq_zero_add, h0, ht]
  ring

/-- For `z > 0` the function of order `l` is at most `z^l / (2l+1)!!` times that of order zero. -/
theorem besselI_decay {z : ℝ} (hz : 0 < z) (l : ℕ) :
    besselI z l * ((2 * l + 1)‼ : ℝ) ≤ besselI z 0 * z ^ l := by
  induction l with
  | zero => simp
  | succ l ih =>
    have hr := besselI_recursion hz l
    have hp := besselI_pos hz (l + 2)
    have h : (2 * l + 3) / z * besselI z (l + 1) ≤ besselI z l := by linarith
    have h' : (2 * l + 3) * besselI z (l + 1) ≤ besselI z l * z := by
      rwa [div_mul_eq_mul_div, div_le_iff₀ hz] at h
    have h1 := mul_le_mul_of_nonneg_right h' (df_pos l).le
    have h2 := mul_le_mul_of_nonneg_right ih hz.le
    rw [df_succ, pow_succ]
    linarith

/-- For `z > 0`, if upward recursion starts from the exact order zero and an inexact order one,
the relative error at order `l + 1` is at least the initial error times
`(2l+1)!! (2l+3)!! / (i₀ z^(2l+1))`, with `i₀` the function of order zero. -/
theorem relative_error_growth {z : ℝ} (hz : 0 < z) {c : ℕ → ℝ} (hc : UpwardRecursion z c)
    (h0 : c 0 = besselI z 0) (l : ℕ) :
    |c 1 - besselI z 1| * ((2 * l + 1)‼ : ℝ) * ((2 * (l + 1) + 1)‼ : ℝ)
        / (besselI z 0 * z ^ (2 * l + 1))
      ≤ |c (l + 1) - besselI z (l + 1)| / besselI z (l + 1) := by
  -- the error is itself a solution of the recursion
  have he : UpwardRecursion z (fun m => c m - besselI z m) := by
    intro m
    linear_combination hc m - besselI_recursion hz m
  have hb : |c 1 - besselI z 1| * ((2 * l + 1)‼ : ℝ) / z ^ l
      ≤ |c (l + 1) - besselI z (l + 1)| := error_lower_bound hz he (sub_eq_zero.2 h0) l
  have hd : besselI z (l + 1) * ((2 * (l + 1) + 1)‼ : ℝ) / (besselI z 0 * z ^ (l + 1)) ≤ 1 :=
    (div_le_one (mul_pos (besselI_pos hz 0) (pow_pos hz _))).2 (besselI_decay hz (l + 1))
  have hn : 0 ≤ |c 1 - besselI z 1| * ((2 * l + 1)‼ : ℝ) / z ^ l :=
    div_nonneg (mul_nonneg (abs_nonneg _) (df_pos l).le) (pow_pos hz l).le
  rw [le_div_iff₀ (besselI_pos hz (l + 1))]
  refine le_trans (le_of_eq ?_) ((mul_le_of_le_one_right hn hd).trans hb)
  rw [show z ^ (2 * l + 1) = z ^ l * z ^ (l + 1) by ring, div_mul_div_comm,
    div_mul_eq_mul_div]
  congr 1 <;> ring

end

end SemilocalBesselRecursion
```

```lean
#print axioms SemilocalBesselRecursion.upward_recursion_unstable
#print axioms SemilocalBesselRecursion.besselI_zero
#print axioms SemilocalBesselRecursion.besselI_recursion
#print axioms SemilocalBesselRecursion.relative_error_growth
```

```
'SemilocalBesselRecursion.upward_recursion_unstable' depends on axioms: [propext, Classical.choice, Quot.sound]
'SemilocalBesselRecursion.besselI_zero' depends on axioms: [propext, Classical.choice, Quot.sound]
'SemilocalBesselRecursion.besselI_recursion' depends on axioms: [propext, Classical.choice, Quot.sound]
'SemilocalBesselRecursion.relative_error_growth' depends on axioms: [propext, Classical.choice, Quot.sound]
```

## What is stated about the error

The recursion is the predicate `UpwardRecursion z f` on a real sequence f:

f_(l+2) = f_l − ((2l+3)/z) f_(l+1), for l = 0, 1, 2, …

It is linear and homogeneous, so the difference e between two solutions is again a solution. If both start from the same order zero, then e_0 = 0. For z > 0, `error_lower_bound` states

|e_(l+1)| ≥ |e_1| (2l+1)!!/z^l,

where (2l+1)!! = 1·3·5⋯(2l+1). If also e_1 ≠ 0, `upward_recursion_unstable` states that e_(l+1) and e_(l+2) have opposite signs for every l, and that |e_l| tends to infinity. The growth need not begin at once: e_2 = −3e_1/z is smaller in magnitude than e_1 when z > 3.

The Bessel functions are defined independently of the recursion, by the power series `besselI`:

i_l(z) = Σ_(k≥0) z^(l+2k) / (2^k k! (2l+2k+1)!!).

`besselI_zero` fixes the normalisation, i_0(z) = sinh z / z, and `besselI_recursion` proves that these functions satisfy the recursion for z > 0. In `relative_error_growth`, c is a computed sequence with c_0 = i_0 exactly and c_1 arbitrary. Its relative error satisfies

|c_(l+1) − i_(l+1)| / i_(l+1) ≥ |c_1 − i_1| (2l+1)!! (2l+3)!! / (i_0 z^(2l+1)).

At z = 1, an error of 10⁻¹⁶ in i_1 thus becomes a relative error of more than 10⁻⁷ in i_6.

## The rounding model behind the hypotheses

The sequences are real-valued, and every step after the start is carried out without error. The hypothesis `h0` says that order zero is exact, so the only error is the one in order one. For semilocal integrals over Gaussians, the result therefore warns against upward recursion to high order at small z, in a model with a single initial error and no fresh rounding at later steps.

Exactness at order zero matters. If i_0 and i_1 were both wrong by the same factor 1 + δ, every later order would be wrong by that factor too, and the relative error would stay at |δ|.

## Alternating signs turn the subtraction into a sum

Multiply the recursion for e by (−1)^(l+1) e_1:

(−1)^(l+1) e_1 e_(l+2) = (−1)^(l+1) e_1 e_l + ((2l+3)/z) (−1)^l e_1 e_(l+1).

Write a_l = (−1)^l e_1 e_(l+1), so that a_0 = e_1². The left side is a_(l+1), and the last term is (2l+3)a_l/z. The first term on the right is zero for l = 0 and equals a_(l−1) for l ≥ 1. By induction all of these are nonnegative, hence

a_(l+1) ≥ ((2l+3)/z) a_l, and so a_l ≥ e_1² (2l+1)!!/z^l.

The lemma `signed_growth` is this induction. It carries two statements together, the nonnegativity of the first term and the lower bound on a_l, because each step needs both. Inside it, `hr` is the multiplied recursion, `hl` is the step from one double factorial to the next, supplied by `df_succ`, and `linarith` drops the nonnegative term.

Since a_l ≤ |e_1| |e_(l+1)|, dividing by |e_1| gives `error_lower_bound`; the case e_1 = 0 is immediate and is treated separately.

If e_1 ≠ 0, every a_l is positive. The signs then follow from

0 < a_l a_(l+1) = −e_1² e_(l+1) e_(l+2),

which is `heq` in the proof of `upward_recursion_unstable`.

For the divergence, (2l+1)!! ≥ l!, because each factor 2j+1 is at least j (`factorial_le_df`). Hence

|e_(l+1)| ≥ |e_1| l!/z^l,

and the right side tends to infinity because z^l/l! tends to zero. In Lean, given any bound b, the ratio z^l/l! is eventually below |e_1|/(|b|+1), which forces |e_(l+1)| ≥ b.

## The power series satisfies the same recursion

Let t(l,k) be the k-th term of the series for i_l, called `besselTerm z l k` in the file. For z > 0 it is positive and at most z^l (z²)^k/k!, so the series converges by comparison with an exponential series (`besselTerm_summable`), and its sum is positive (`besselI_pos`). For l = 0, the identity (2k+1)! = 2^k k! (2k+1)!! turns the terms into z^(2k)/(2k+1)!, which is the series of sinh z divided by z.

For the recursion, the term k = 0 gives

t(l,0) = z^l/(2l+1)!! = ((2l+3)/z) t(l+1,0).

For the later terms, compare with t(l,k+1):

t(l+2,k) = t(l,k+1) · (2k+2)/(2l+2k+5),

((2l+3)/z) t(l+1,k+1) = t(l,k+1) · (2l+3)/(2l+2k+5).

The two fractions add up to one, so

t(l,k+1) = t(l+2,k) + ((2l+3)/z) t(l+1,k+1).

Summing over k and adding the k = 0 terms gives

i_l = i_(l+2) + ((2l+3)/z) i_(l+1),

which is the recursion rearranged. In `besselI_recursion`, `h0` and `hk` are the two termwise identities, with the algebra done by `field_simp` and `ring`. Convergence permits the first terms to be split off and the remaining series to be added.

## Dividing a growing error by a decaying function

Because i_(l+2) > 0, the last equation gives

i_(l+1) ≤ (z/(2l+3)) i_l.

Repeating this from order zero yields

i_l ≤ i_0 z^l/(2l+1)!!,

which is `besselI_decay`, proved by induction with the denominator multiplied out.

Now set e_l = c_l − i_l. The proof of `relative_error_growth` first checks, with `linear_combination`, that e satisfies the recursion. The lower bound on the error and the upper bound on i_(l+1) then combine to

|e_(l+1)|/i_(l+1) ≥ [|e_1| (2l+1)!!/z^l] · [(2l+3)!!/(i_0 z^(l+1))],

which is the stated inequality. One double factorial comes from the growth of the error and the other from the decay of the function being computed. In the code, `hb` is the first bound and `hd` is the second, written as a ratio that is at most one.
